# The mean Madelung energy of a neutral binary supercell at fixed composition

## Charges and averages on a binary supercell

A supercell of a binary alloy has N sites. Species A occupies m of them and species B the other N − m. An A atom carries the charge qA and a B atom the charge qB, and the cell is neutral:

m qA + (N − m) qB = 0.

A placement is the set S of sites that hold A. It fixes the charge q_i on every site i, which is qA if i lies in S and qB otherwise. The electrostatic energy of a placement is

E = ½ Σ_ij M_ij q_i q_j,

where M_ij is the potential at site i due to a unit charge at site j, with the Coulomb constant absorbed into M. In a periodic supercell this potential includes the images of site j and a uniform neutralising background, and it is chosen to average to zero over the cell. The diagonal of M is set to zero. This is a simplification: in a periodic supercell each charge also interacts with its own images, which adds a term ½ v Σ_i q_i², where v is the potential at a site due to the images of a unit charge placed there, background included. For a neutral composition that term has the same mean, −½ N v qA qB, in both averages below, so it cancels in their difference.

A random alloy can be averaged in two ways. At fixed composition, all placements with exactly m A atoms are equally likely. With independent occupation, each site holds A with probability c = m/N, whatever the other sites hold, so that only the average composition is prescribed and individual cells may be charged. The question is whether the two averages give the same mean energy.

## The two mean energies

For N ≥ 2 and 0 ≤ m ≤ N, under neutrality and zero diagonal, the mean at fixed composition is

⟨E⟩ = qA qB / (2(N − 1)) · Σ_ij M_ij,

while independent occupation at c = m/N gives

⟨E⟩ = 0.

The difference is the bias due to fixing the composition. In a periodic supercell it depends on the convention chosen for the background, because independent occupation includes charged cells. An average over random-alloy supercells of fixed composition contains this offset relative to independent occupation of the same cell. It is given here for point charges that depend only on the species.

## Placements, weights and the interaction matrix in Lean

The sites are the elements of a finite type `ι`, and N is `Fintype.card ι`. A placement is a `Finset ι`, and `charge qA qB S i` is the charge on site i. The fixed-composition average `fixedMean m f` sums f over `powersetCard m univ`, the subsets with m elements, and divides by their number. The average `independentMean c f` weights each subset by a product over sites, with a factor c for an A site and 1 − c for a B site.

The name `madelungEnergy` is broader than its textbook use: M is any real matrix, not one computed from a particular lattice. It need not be symmetric either.

The theorem `fixedMean_madelung` has three hypotheses: `hm` says that m is at most N, `hq` is neutrality, and `hM` is the zero diagonal. Its conclusion is stated without a division by N − 1:

2(N − 1) ⟨E⟩ = qA qB Σ_ij M_ij.

For N ≥ 2 this is the formula above; for N = 1 both sides are zero. The theorem `independentMean_madelung` uses only `hq` and `hM`. It is an algebraic identity for every natural number m, and m ≤ N is what makes c a probability.

Besides leaving out the interaction of a charge with its own images, the model assumes that the charge on a site is set by its species alone. In a self-consistent calculation it also varies with the surroundings.

## Pair correlation at fixed composition

Let ⟨…⟩ be the average over placements with m A atoms, and let N ≥ 2. Every such placement is neutral, so Σ_i q_i = 0 holds before any averaging. Relabelling the sites maps these placements onto each other, so ⟨q_i⟩ is the same for all sites. Hence

N ⟨q_i⟩ = 0, and so ⟨q_i⟩ = 0.

A charge that takes only the values qA and qB satisfies (q_i − qA)(q_i − qB) = 0, that is,

q_i² = (qA + qB) q_i − qA qB.

Averaging gives

⟨q_i²⟩ = −qA qB.

Now multiply the neutrality condition by q_i and average:

0 = Σ_k ⟨q_i q_k⟩ = ⟨q_i²⟩ + Σ_{k≠i} ⟨q_i q_k⟩.

Exchanging two partners of site i leaves the average unchanged, so the N − 1 terms in the last sum are equal. For any j ≠ i,

⟨q_i q_j⟩ = qA qB / (N − 1).

If both species are present and charged, qA and qB have opposite signs and this correlation is negative: the charge on one site must be compensated by the others. Since M has zero diagonal, only pairs of distinct sites enter the energy:

⟨E⟩ = ½ Σ_{i≠j} M_ij ⟨q_i q_j⟩ = qA qB / (2(N − 1)) · Σ_ij M_ij.

## Vanishing correlation for independent sites

With independent occupation the weight of a placement is a product over sites, and so is the weight times q_i q_j. The sum over all placements therefore factorises into one sum per site, over the two species. A site other than i and j contributes c + (1 − c) = 1. For i ≠ j, the sites i and j each contribute the mean charge, so

⟨q_i q_j⟩ = (c qA + (1 − c) qB)².

Dividing the neutrality condition by N and using c = m/N gives

c qA + (1 − c) qB = 0.

Every pair correlation vanishes, and with zero diagonal so does the mean energy. With fewer than two sites there are no pairs, and the energy is zero for every placement.

## The complete Lean source

```lean
import Mathlib

open Finset

namespace AlloyMadelungBias

noncomputable section

variable {ι : Type*} [Fintype ι]

/-- The mean of `f` over all equally likely placements of exactly `m` A atoms,
for `m` at most the number of sites. -/
def fixedMean (m : ℕ) (f : Finset ι → ℝ) : ℝ :=
  (∑ S ∈ powersetCard m univ, f S) / ((powersetCard m (univ : Finset ι)).card : ℝ)

/-- Relabelling the sites leaves a sum over all placements of `m` A atoms unchanged. -/
theorem sum_perm (m : ℕ) (σ : Equiv.Perm ι) (f : Finset ι → ℝ) :
    ∑ S ∈ powersetCard m univ, f (S.map σ.toEmbedding) = ∑ S ∈ powersetCard m univ, f S := by
  refine Finset.sum_equiv σ.finsetCongr (fun S => ?_) (fun S _ => rfl)
  simp [Finset.mem_powersetCard]

variable [DecidableEq ι]

/-- The charge on site `i` when species A occupies the set `S` and species B all other sites. -/
def charge (qA qB : ℝ) (S : Finset ι) (i : ι) : ℝ := if i ∈ S then qA else qB

/-- The electrostatic energy, half the double sum of `M i j * q i * q j`. -/
def madelungEnergy (M : Matrix ι ι ℝ) (q : ι → ℝ) : ℝ :=
  (1 / 2) * ∑ i, ∑ j, M i j * (q i * q j)

/-- The mean of `f` when each site independently holds A with probability `c`,
for `c` between 0 and 1. -/
def independentMean (c : ℝ) (f : Finset ι → ℝ) : ℝ :=
  ∑ S : Finset ι, (∏ k, if k ∈ S then c else 1 - c) * f S

/-- If `m` charges `qA` and `N - m` charges `qB` add up to zero, every placement with
`m` A atoms is neutral. -/
theorem total_charge {m : ℕ} {qA qB : ℝ} {S : Finset ι} (hS : S.card = m)
    (hq : (m : ℝ) * qA + ((Fintype.card ι : ℝ) - m) * qB = 0) :
    ∑ i, charge qA qB S i = 0 := by
  have h : ∀ i, charge qA qB S i = qB + if i ∈ S then qA - qB else 0 := by
    intro i
    unfold charge
    split_ifs <;> ring
  simp only [h, Finset.sum_add_distrib, Finset.sum_ite_mem, Finset.univ_inter,
    Finset.sum_const, Finset.card_univ, nsmul_eq_mul, hS]
  linear_combination hq

/-- In a neutral cell, the squared charge on a site, summed over all placements of `m` A atoms,
is `-qA qB` times the number of placements. -/
theorem sum_charge_sq {m : ℕ} {qA qB : ℝ}
    (hq : (m : ℝ) * qA + ((Fintype.card ι : ℝ) - m) * qB = 0) (i : ι) :
    ∑ S ∈ powersetCard m univ, charge qA qB S i * charge qA qB S i
      = -((powersetCard m (univ : Finset ι)).card * (qA * qB)) := by
  have : Nonempty ι := ⟨i⟩
  -- all sites are equivalent and the total charge vanishes
  have hs : ∀ j : ι, ∑ S ∈ powersetCard m univ, charge qA qB S j
      = ∑ S ∈ powersetCard m univ, charge qA qB S i := by
    intro j
    have h := sum_perm m (Equiv.swap i j) (fun S => charge qA qB S j)
    simpa only [charge, Finset.mem_map_equiv, Equiv.symm_swap,
      Equiv.swap_apply_right] using h.symm
  have ht : ∑ j : ι, ∑ S ∈ powersetCard m univ, charge qA qB S j = 0 := by
    rw [Finset.sum_comm]
    exact Finset.sum_eq_zero fun S hS => total_charge (Finset.mem_powersetCard.mp hS).2 hq
  rw [Finset.sum_congr rfl (fun j _ => hs j), Finset.sum_const, Finset.card_univ,
    nsmul_eq_mul] at ht
  have h0 := (mul_eq_zero.mp ht).resolve_left (Nat.cast_ne_zero.mpr Fintype.card_ne_zero)
  -- a two-valued charge satisfies a quadratic equation
  have hsq : ∀ S : Finset ι, charge qA qB S i * charge qA qB S i
      = (qA + qB) * charge qA qB S i - qA * qB := by
    intro S
    unfold charge
    split_ifs <;> ring
  simp only [hsq]
  rw [Finset.sum_sub_distrib, ← Finset.mul_sum, h0, Finset.sum_const, nsmul_eq_mul]
  ring

/-- In a neutral cell, `N - 1` times the charge product on two distinct sites, summed over all
placements of `m` A atoms, is `qA qB` times the number of placements. -/
theorem sum_charge_pair {m : ℕ} {qA qB : ℝ}
    (hq : (m : ℝ) * qA + ((Fintype.card ι : ℝ) - m) * qB = 0) {i j : ι} (hij : i ≠ j) :
    ((Fintype.card ι : ℝ) - 1) * ∑ S ∈ powersetCard m univ, charge qA qB S i * charge qA qB S j
      = (powersetCard m (univ : Finset ι)).card * (qA * qB) := by
  have hN : 1 ≤ Fintype.card ι := Fintype.card_pos_iff.mpr ⟨i⟩
  -- all partners of site i are equivalent
  have hs : ∀ k : ι, k ≠ i → ∑ S ∈ powersetCard m univ, charge qA qB S i * charge qA qB S k
      = ∑ S ∈ powersetCard m univ, charge qA qB S i * charge qA qB S j := by
    intro k hk
    have h := sum_perm m (Equiv.swap j k) (fun S => charge qA qB S i * charge qA qB S k)
    simpa only [charge, Finset.mem_map_equiv, Equiv.symm_swap, Equiv.swap_apply_right,
      Equiv.swap_apply_of_ne_of_ne hij hk.symm] using h.symm
  have ht : ∑ k : ι, ∑ S ∈ powersetCard m univ, charge qA qB S i * charge qA qB S k = 0 := by
    rw [Finset.sum_comm]
    refine Finset.sum_eq_zero fun S hS => ?_
    rw [← Finset.mul_sum, total_charge (Finset.mem_powersetCard.mp hS).2 hq, mul_zero]
  -- separate the self term from the N - 1 equal pair terms
  rw [← Finset.add_sum_erase univ _ (Finset.mem_univ i), sum_charge_sq hq i,
    Finset.sum_congr rfl (fun k hk => hs k (Finset.ne_of_mem_erase hk)), Finset.sum_const,
    Finset.card_erase_of_mem (Finset.mem_univ i), Finset.card_univ, nsmul_eq_mul,
    Nat.cast_sub hN, Nat.cast_one] at ht
  linear_combination ht

/-- Fixed-composition Madelung bias: for a neutral cell with `m ≤ N` A atoms and an interaction with
zero diagonal, `2 (N - 1)` times the mean energy over all placements of the A atoms is `qA qB` times
the sum of all `M i j`. -/
theorem fixedMean_madelung {m : ℕ} {qA qB : ℝ} (hm : m ≤ Fintype.card ι)
    (hq : (m : ℝ) * qA + ((Fintype.card ι : ℝ) - m) * qB = 0)
    (M : Matrix ι ι ℝ) (hM : ∀ i, M i i = 0) :
    2 * ((Fintype.card ι : ℝ) - 1) * fixedMean m (fun S => madelungEnergy M (charge qA qB S))
      = qA * qB * ∑ i, ∑ j, M i j := by
  have hc : ((powersetCard m (univ : Finset ι)).card : ℝ) ≠ 0 := by
    rw [Finset.card_powersetCard, Finset.card_univ]
    exact_mod_cast (Nat.choose_pos hm).ne'
  -- the summed energy in terms of the summed charge products
  have hE : ∑ S ∈ powersetCard m univ, madelungEnergy M (charge qA qB S) = (1 / 2) *
      ∑ i, ∑ j, M i j * ∑ S ∈ powersetCard m univ, charge qA qB S i * charge qA qB S j := by
    unfold madelungEnergy
    rw [← Finset.mul_sum]
    congr 1
    rw [Finset.sum_comm]
    refine Finset.sum_congr rfl fun i _ => ?_
    rw [Finset.sum_comm]
    simp only [Finset.mul_sum]
  have hterm : ∀ i j, ((Fintype.card ι : ℝ) - 1) *
      (M i j * ∑ S ∈ powersetCard m univ, charge qA qB S i * charge qA qB S j)
      = (powersetCard m (univ : Finset ι)).card * (qA * qB) * M i j := by
    intro i j
    by_cases hij : i = j
    · subst hij
      rw [hM, zero_mul, mul_zero, mul_zero]
    · linear_combination M i j * sum_charge_pair hq hij
  unfold fixedMean
  rw [← mul_div_assoc, div_eq_iff hc, hE]
  calc _ = ∑ i, ∑ j, ((Fintype.card ι : ℝ) - 1) *
        (M i j * ∑ S ∈ powersetCard m univ, charge qA qB S i * charge qA qB S j) := by
        simp only [← Finset.mul_sum]
        ring
    _ = _ := by
        simp only [hterm, ← Finset.mul_sum]
        ring

/-- A sum over all placements of a product of single-site factors is the product over sites
of the sum of the A factor and the B factor. -/
theorem sum_prod_occupation (f g : ι → ℝ) :
    ∑ S : Finset ι, ∏ k, (if k ∈ S then f k else g k) = ∏ k, (f k + g k) := by
  rw [Finset.prod_add, Finset.powerset_univ]
  refine Finset.sum_congr rfl fun S _ => ?_
  have h1 : univ.filter (fun k => k ∈ S) = S := by ext; simp
  have h2 : univ.filter (fun k => k ∉ S) = univ \ S := by ext; simp
  rw [Finset.prod_ite, h1, h2]

/-- Independent occupation at `c = m / N`, with `m qA + (N - m) qB = 0` and zero diagonal,
gives zero mean energy. -/
theorem independentMean_madelung {m : ℕ} {qA qB : ℝ}
    (hq : (m : ℝ) * qA + ((Fintype.card ι : ℝ) - m) * qB = 0)
    (M : Matrix ι ι ℝ) (hM : ∀ i, M i i = 0) :
    independentMean ((m : ℝ) / Fintype.card ι)
      (fun S => madelungEnergy M (charge qA qB S)) = 0 := by
  obtain ⟨c, hcdef⟩ : ∃ c : ℝ, c = (m : ℝ) / Fintype.card ι := ⟨_, rfl⟩
  rw [← hcdef]
  -- the weighted sum of the charge product on two distinct sites vanishes
  have hpair : ∀ i j : ι, i ≠ j → ∑ S : Finset ι, (∏ k, if k ∈ S then c else 1 - c) *
      (charge qA qB S i * charge qA qB S j) = 0 := by
    intro i j hij
    have : Nonempty ι := ⟨i⟩
    have hN : (Fintype.card ι : ℝ) ≠ 0 := Nat.cast_ne_zero.mpr Fintype.card_ne_zero
    have hcN : c * (Fintype.card ι : ℝ) = m := by rw [hcdef, div_mul_cancel₀ _ hN]
    have hc : c * qA + (1 - c) * qB = 0 := by
      apply mul_left_cancel₀ hN
      linear_combination hq + (qA - qB) * hcN
    have key : ∀ S : Finset ι, (∏ k, if k ∈ S then c else 1 - c) *
        (charge qA qB S i * charge qA qB S j) = ∏ k, (if k ∈ S
          then c * ((if k = i then qA else 1) * (if k = j then qA else 1))
          else (1 - c) * ((if k = i then qB else 1) * (if k = j then qB else 1))) := by
      intro S
      have hl : ∀ l, charge qA qB S l = ∏ k, if k = l then charge qA qB S k else 1 := by
        intro l
        simp
      rw [hl i, hl j, ← Finset.prod_mul_distrib, ← Finset.prod_mul_distrib]
      refine Finset.prod_congr rfl fun k _ => ?_
      by_cases h : k ∈ S <;> simp [charge, h]
    rw [Finset.sum_congr rfl (fun S _ => key S), sum_prod_occupation
      (fun k => c * ((if k = i then qA else 1) * (if k = j then qA else 1)))
      (fun k => (1 - c) * ((if k = i then qB else 1) * (if k = j then qB else 1)))]
    apply Finset.prod_eq_zero (Finset.mem_univ i)
    simpa [hij] using hc
  unfold independentMean madelungEnergy
  simp only [Finset.mul_sum]
  rw [Finset.sum_comm]
  refine Finset.sum_eq_zero fun i _ => ?_
  rw [Finset.sum_comm]
  refine Finset.sum_eq_zero fun j _ => ?_
  by_cases hij : i = j
  · subst hij
    simp [hM]
  · calc _ = (1 / 2 * M i j) * ∑ S : Finset ι, (∏ k, if k ∈ S then c else 1 - c) *
          (charge qA qB S i * charge qA qB S j) := by
          rw [Finset.mul_sum]
          refine Finset.sum_congr rfl fun S _ => ?_
          ring
      _ = 0 := by rw [hpair i j hij, mul_zero]

end

end AlloyMadelungBias
```

```lean
#print axioms AlloyMadelungBias.fixedMean_madelung
#print axioms AlloyMadelungBias.independentMean_madelung
```

```
'AlloyMadelungBias.fixedMean_madelung' depends on axioms: [propext, Classical.choice, Quot.sound]
'AlloyMadelungBias.independentMean_madelung' depends on axioms: [propext, Classical.choice, Quot.sound]
```

## Site exchange and neutrality in the proof

The lemmas for fixed composition work with sums over placements. Dividing by the number of placements gives the averages used above.

`sum_perm` is the relabelling argument. A permutation of the sites induces a bijection on placements that preserves the number of A atoms, and `Finset.sum_equiv` turns this into an equality of sums.

`total_charge` shows that each placement is neutral. It writes the charge as qB everywhere plus qA − qB on the sites of S, sums over the sites, and compares the result with `hq`.

`sum_charge_sq` gives the mean square charge. The step `hs` applies `sum_perm` to the exchange of i and j, which makes the summed charge equal on all sites. The step `ht` interchanges the sums over sites and placements and uses neutrality to get zero. Cancelling the factor N leaves `h0`, the vanishing mean charge. The quadratic relation is `hsq`, checked separately for the two species by `split_ifs` and `ring`.

`sum_charge_pair` gives the pair correlation. Here `hs` exchanges j and k while site i stays fixed, and `ht` is neutrality multiplied by q_i. `Finset.add_sum_erase` separates the term k = i from the N − 1 equal terms, and `sum_charge_sq` supplies its value.

`fixedMean_madelung` assembles the energy. The hypothesis `hm` enters through `hc`: there is at least one placement, so the average divides by a nonzero number. The step `hE` moves the sum over placements inside the double sum over sites. The step `hterm` evaluates each term, using the zero diagonal for i = j and the pair correlation otherwise. The closing `calc` adds the terms.

## Factorisation in the proof

`sum_prod_occupation` states that the sum over all subsets of a product of site factors equals the product over sites of the A factor plus the B factor. It comes from expanding that product with `Finset.prod_add`.

In `independentMean_madelung`, the step `hc` derives the vanishing mean charge from neutrality and c = m/N. To apply the factorisation, `key` writes q_i as a product over all sites in which every factor except the one at i is 1, and treats q_j in the same way. After factorisation, the factor at site i is c qA + (1 − c) qB, because i ≠ j keeps the charge of site j out of it. One zero factor is enough for `Finset.prod_eq_zero`, so the proof never evaluates the factor at j. The remaining lines interchange the sums and treat the diagonal and off-diagonal terms separately.
